# Alternating parity of eigenvectors on a mirror-symmetric chain with positive couplings

Let T be a real symmetric tridiagonal matrix on sites 0, …, n, with positive nearest-neighbour couplings and unchanged by the reflection i ↦ n−i. If Tx = Ex with x ≠ 0, and exactly m eigenvalues of T lie above E, then for every site i

x_(n−i) = (−1)^m x_i.

For a finite, non-interacting tight-binding chain of this kind, a level's position in the spectrum thus fixes its parity. Dipole matrix elements between levels of equal parity vanish when the position operator is odd about the centre.

## From the end amplitudes to every site

Write t_i > 0 for the coupling between sites i and i+1. If x_0 = 0, row 0 of Tx = Ex gives t_0 x_1 = 0, row 1 then gives t_1 x_2 = 0, and so on, so x = 0. Hence a nonzero eigenvector has x_0 ≠ 0. If x and y solve the equation with the same E, then y_0 x − x_0 y is a solution vanishing at site 0, so

y_0 x_i = x_0 y_i.

Let E_0, …, E_n be the eigenvalues belonging to an orthonormal eigenbasis, and let E = E_j. Apply T − E_i, for all i ≠ j, to the state e_0 localised at site 0, and call the result w. Each factor advances the front by one site and multiplies its amplitude by the coupling crossed, so

w_n = t_0 t_1 ⋯ t_(n−1) > 0.

The vector (T − E_j)w has zero overlap with every basis eigenvector, so it vanishes. Thus w solves the same equation as x, and x_0 w_i = w_0 x_i. Multiplying by x_i and summing gives x_0 (x·w) = w_0 (x·x). Since T is symmetric, x·w = P x_0 with P = ∏_(i≠j) (E_j − E_i). Therefore

P x_0² = w_0 (x·x).

Multiply by x_n, replace w_0 x_n by x_0 w_n, and divide by x_0:

P x_0 x_n = (x·x) w_n > 0.

So P ≠ 0, which makes the levels distinct. Exactly m factors of P are negative, hence

(−1)^m x_0 x_n > 0.

Mirror symmetry has not yet been used. With it, the reflected vector solves the same equation, and proportionality gives x_n x_i = x_0 x_(n−i). At i = n this reads x_n² = x_0², so the sign above forces x_n = (−1)^m x_0. Substituting and cancelling x_0 gives the claim.

Nonzero couplings are not enough. On two sites with zero on-site energies and coupling −1, the top level E = 1 has eigenvector (1, −1), which is odd although m = 0.

## Chains, reflections and level counts

In Lean 4 with Mathlib:

```lean
import Mathlib

open Matrix

namespace MirrorChain

noncomputable section

variable {n : ℕ} {T : Matrix (Fin (n + 1)) (Fin (n + 1)) ℝ} {E : ℝ} {x : Fin (n + 1) → ℝ}
```

The type `Fin (n + 1)` labels the sites from zero, so the smallest case is a single site. Units are absorbed into real matrix entries.

```lean
/-- A chain of `n + 1` sites: a real symmetric tridiagonal matrix with positive couplings
between nearest neighbours. -/
structure IsChain (T : Matrix (Fin (n + 1)) (Fin (n + 1)) ℝ) : Prop where
  symm : ∀ i j, T i j = T j i
  far : ∀ i j, i.val + 1 < j.val → T i j = 0
  coupling : ∀ i j, i.val + 1 = j.val → 0 < T i j
```

The on-site energies are unrestricted. The sign convention matters: for a hopping Hamiltonian with entries −t, t > 0, the result can be applied to its negative, which has the same eigenvectors with the order of the levels reversed.

```lean
/-- The matrix is unchanged when the chain is reflected end to end. -/
def IsMirror (T : Matrix (Fin (n + 1)) (Fin (n + 1)) ℝ) : Prop :=
  ∀ i j, T i.rev j.rev = T i j
```

Here `i.rev` is site n−i.

```lean
/-- The number of distinct real eigenvalues of `T` that lie above `E`. -/
def levelsAbove (T : Matrix (Fin (n + 1)) (Fin (n + 1)) ℝ) (E : ℝ) : ℕ :=
  {μ : ℝ | E < μ ∧ ∃ y : Fin (n + 1) → ℝ, y ≠ 0 ∧ T *ᵥ y = μ • y}.ncard
```

This counts distinct eigenvalues; nondegeneracy makes that the same as counting states.

```lean
/-- The state `v` after the factors `T - μ i` have acted on it, for `i` in a list. -/
def filtered (T : Matrix (Fin (n + 1)) (Fin (n + 1)) ℝ) (μ v : Fin (n + 1) → ℝ) :
    List (Fin (n + 1)) → (Fin (n + 1) → ℝ)
  | [] => v
  | i :: l => T *ᵥ filtered T μ v l - μ i • filtered T μ v l
```

The numbers `μ i` are arbitrary here and become the eigenvalues later.

```lean
/-- The chain with zero on-site energies and all nearest-neighbour couplings equal to one. -/
def uniformChain (n : ℕ) : Matrix (Fin (n + 1)) (Fin (n + 1)) ℝ :=
  Matrix.of fun i j => if i.val + 1 = j.val ∨ j.val + 1 = i.val then 1 else 0

/-- The uniform chain is a chain with positive couplings and is mirror symmetric. -/
theorem uniformChain_witness (n : ℕ) :
    IsChain (uniformChain n) ∧ IsMirror (uniformChain n) := by
  refine ⟨⟨fun i j => ?_, fun i j h => ?_, fun i j h => ?_⟩, fun i j => ?_⟩ <;>
    simp only [uniformChain, Matrix.of_apply]
  · exact if_congr or_comm rfl rfl
  · exact if_neg (by omega)
  · rw [if_pos (Or.inl h)]
    exact one_pos
  · have hi := i.isLt
    have hj := j.isLt
    refine if_congr ?_ rfl rfl
    rw [Fin.val_rev, Fin.val_rev]
    constructor <;> intro h <;> omega
```

The uniform chain meets both definitions at every length. Applying the result to a real molecule or wire still requires that one orbital per site and nearest-neighbour coupling describe it adequately.

## Nondegenerate levels

```lean
/-- On a chain, a solution of the eigenvalue equation that vanishes at the first site
vanishes at every site. -/
theorem eq_zero_of_first (hT : IsChain T) (hE : T *ᵥ x = E • x) (h0 : x 0 = 0) : x = 0 := by
  have key : ∀ k : ℕ, ∀ i : Fin (n + 1), i.val = k → x i = 0 := by
    intro k
    induction k using Nat.strong_induction_on with
    | _ k ih =>
      intro i hi
      have hlt := i.isLt
      rcases Nat.eq_zero_or_pos k with h | h
      · have hi0 : i = 0 := Fin.ext (by simpa using hi.trans h)
        rw [hi0, h0]
      · -- the row of the preceding site determines the amplitude at site `k`
        obtain ⟨r, hr⟩ : ∃ r : Fin (n + 1), r.val = k - 1 := ⟨⟨k - 1, by omega⟩, rfl⟩
        have hsum : (T *ᵥ x) r = T r i * x i := by
          simp only [Matrix.mulVec, dotProduct]
          refine Finset.sum_eq_single i (fun j _ hj => ?_) (by simp)
          have hne : j.val ≠ i.val := fun h => hj (Fin.ext h)
          rcases Nat.lt_or_ge j.val k with h' | h'
          · rw [ih j.val h' j rfl, mul_zero]
          · rw [hT.far r j (by omega), zero_mul]
        rw [hE, Pi.smul_apply, ih r.val (by omega) r rfl, smul_zero] at hsum
        exact (mul_eq_zero.mp hsum.symm).resolve_left (hT.coupling r i (by omega)).ne'
  exact funext fun i => key i.val i rfl
```

Strong induction on the site number reproduces the row-by-row argument: the row of the preceding site reduces to one coupling times one amplitude.

```lean
/-- On a chain, two solutions `x` and `y` of the eigenvalue equation with the same energy satisfy
`y 0 * x i = x 0 * y i` at every site `i`. -/
theorem proportional (hT : IsChain T) {y : Fin (n + 1) → ℝ} (hx : T *ᵥ x = E • x)
    (hy : T *ᵥ y = E • y) (i : Fin (n + 1)) : y 0 * x i = x 0 * y i := by
  have hz : y 0 • x - x 0 • y = 0 := by
    refine eq_zero_of_first hT (E := E) ?_ ?_
    · rw [Matrix.mulVec_sub, Matrix.mulVec_smul, Matrix.mulVec_smul, hx, hy, smul_sub,
        smul_comm (y 0) E, smul_comm (x 0) E]
    · rw [Pi.sub_apply, Pi.smul_apply, Pi.smul_apply, smul_eq_mul, smul_eq_mul, mul_comm,
        sub_self]
  have h := congrFun hz i
  simp only [Pi.sub_apply, Pi.smul_apply, smul_eq_mul, Pi.zero_apply] at h
  exact sub_eq_zero.mp h
```

## The advancing front and the sign of the gaps

```lean
/-- On a chain, the overlap of an eigenvector with a filtered state is the original overlap times
the product of the gaps `E - μ i`. -/
theorem filtered_overlap (hT : IsChain T) (hE : T *ᵥ x = E • x) (μ v : Fin (n + 1) → ℝ)
    (l : List (Fin (n + 1))) :
    x ⬝ᵥ filtered T μ v l = (l.map fun i => E - μ i).prod * (x ⬝ᵥ v) := by
  have ht : Tᵀ = T := by
    ext i j
    exact hT.symm j i
  induction l with
  | nil => simp [filtered]
  | cons a l ih =>
    rw [filtered, dotProduct_sub, dotProduct_smul, Matrix.dotProduct_mulVec,
      ← Matrix.mulVec_transpose, ht, hE, smul_dotProduct, ih, List.map_cons, List.prod_cons,
      smul_eq_mul, smul_eq_mul]
    ring
```

Symmetry moves T onto the eigenvector, so each factor contributes one gap.

```lean
/-- On a chain, filtering the state localised at the first site by `k` factors gives a state that
vanishes beyond site `k` (counted from zero) and is positive at site `k`, if there is such a site.
-/
theorem front_positive (hT : IsChain T) (μ : Fin (n + 1) → ℝ) (l : List (Fin (n + 1))) :
    (∀ j : Fin (n + 1), l.length < j.val → filtered T μ (Pi.single 0 1) l j = 0) ∧
    (∀ j : Fin (n + 1), j.val = l.length → 0 < filtered T μ (Pi.single 0 1) l j) := by
  induction l with
  | nil =>
    simp only [filtered, List.length_nil]
    refine ⟨fun j hj => Pi.single_eq_of_ne (fun h => by simp [h] at hj) 1, fun j hj => ?_⟩
    have h : j = 0 := Fin.ext (by simpa using hj)
    rw [h, Pi.single_eq_same]
    exact one_pos
  | cons a l ih =>
    simp only [filtered, List.length_cons]
    generalize filtered T μ (Pi.single 0 1) l = w at ih ⊢
    obtain ⟨hz, hp⟩ := ih
    -- beyond the old front, only the preceding site feeds a site
    have step : ∀ j : Fin (n + 1), l.length < j.val →
        ∃ r : Fin (n + 1), r.val + 1 = j.val ∧ (T *ᵥ w - μ a • w) j = T r j * w r := by
      intro j hj
      have hlt := j.isLt
      obtain ⟨r, hr⟩ : ∃ r : Fin (n + 1), r.val = j.val - 1 := ⟨⟨j.val - 1, by omega⟩, rfl⟩
      refine ⟨r, by omega, ?_⟩
      rw [Pi.sub_apply, Pi.smul_apply, hz j hj, smul_zero, sub_zero, hT.symm r j]
      simp only [Matrix.mulVec, dotProduct]
      refine Finset.sum_eq_single r (fun k _ hk => ?_) (by simp)
      have hne : k.val ≠ r.val := fun h => hk (Fin.ext h)
      rcases Nat.lt_or_ge l.length k.val with h | h
      · rw [hz k h, mul_zero]
      · rw [hT.symm j k, hT.far k j (by omega), zero_mul]
    refine ⟨fun j hj => ?_, fun j hj => ?_⟩
    · obtain ⟨r, hr, h⟩ := step j (by omega)
      rw [h, hz r (by omega), mul_zero]
    · obtain ⟨r, hr, h⟩ := step j (by omega)
      rw [h]
      exact mul_pos (hT.coupling r j hr) (hp r (by omega))
```

The state `Pi.single 0 1` is e_0. Induction on the list tracks both the zeros beyond the front and the positive amplitude at it.

```lean
/-- If `E` differs from every level `ev i` in a finite set, the product of the gaps `E - ev i`
has the sign `(-1)^k`, where `k` counts the indices whose level lies above `E`. -/
theorem gap_sign (E : ℝ) (ev : Fin (n + 1) → ℝ) (s : Finset (Fin (n + 1)))
    (hs : ∀ i ∈ s, E ≠ ev i) :
    0 < (-1 : ℝ) ^ (s.filter (fun i => E < ev i)).card * ∏ i ∈ s, (E - ev i) := by
  induction s using Finset.induction_on with
  | empty => simp
  | insert a s ha ih =>
    have ih' := ih fun i hi => hs i (Finset.mem_insert_of_mem hi)
    rw [Finset.filter_insert, Finset.prod_insert ha]
    rcases lt_or_gt_of_ne (hs a (Finset.mem_insert_self a s)) with h | h
    · have e : ∀ t P c : ℝ, t * -1 * (c * P) = -c * (t * P) := fun t P c => by ring
      rw [if_pos h, Finset.card_insert_of_notMem (by simp [ha]), pow_succ, e]
      exact mul_pos (neg_pos.mpr (sub_neg.mpr h)) ih'
    · rw [if_neg (not_lt_of_ge h.le), mul_left_comm]
      exact mul_pos (sub_pos.mpr h) ih'
```

Each level above `E` contributes one minus sign.

```lean
/-- On any chain, mirror symmetric or not, the end amplitudes of an eigenvector have a product
of sign `(-1)^m`, where `m` is the number of eigenvalues above its own. -/
theorem end_sign (hT : IsChain T) (hx : x ≠ 0) (hE : T *ᵥ x = E • x) :
    0 < (-1 : ℝ) ^ levelsAbove T E * (x 0 * x (Fin.last n)) := by
  have hH : T.IsHermitian := Matrix.IsHermitian.ext fun i j => by
    rw [star_trivial]
    exact hT.symm j i
  -- a complete set of eigenvectors
  obtain ⟨ev, y, hy, hcomp⟩ : ∃ ev : Fin (n + 1) → ℝ, ∃ y : Fin (n + 1) → Fin (n + 1) → ℝ,
      (∀ i, y i ≠ 0 ∧ T *ᵥ y i = ev i • y i) ∧ ∀ z, (∀ i, y i ⬝ᵥ z = 0) → z = 0 := by
    refine ⟨hH.eigenvalues, fun i => (hH.eigenvectorBasis i).ofLp,
      fun i => ⟨fun h => ?_, hH.mulVec_eigenvectorBasis i⟩, fun z hz => ?_⟩
    · exact hH.eigenvectorBasis.orthonormal.ne_zero i (PiLp.ext fun k => congrFun h k)
    · have h0 : (WithLp.toLp 2 z : EuclideanSpace ℝ (Fin (n + 1))) = 0 := by
        rw [← hH.eigenvectorBasis.sum_repr' (WithLp.toLp 2 z)]
        refine Finset.sum_eq_zero fun i _ => ?_
        have h : inner ℝ (hH.eigenvectorBasis i) (WithLp.toLp 2 z) = 0 := by
          refine Eq.trans ?_ (hz i)
          simp [PiLp.inner_apply, dotProduct, mul_comm]
        rw [h, zero_smul]
      exact congrArg (fun u => u.ofLp) h0
  -- filtering out every level leaves nothing
  have hkill : ∀ l : List (Fin (n + 1)), (∀ i, i ∈ l) → ∀ v, filtered T ev v l = 0 :=
    fun l hl v => hcomp _ fun i => by
      rw [filtered_overlap hT (hy i).2,
        List.prod_eq_zero (List.mem_map.mpr ⟨i, hl i, sub_self _⟩), zero_mul]
  have hpos : ∀ u : Fin (n + 1) → ℝ, u ≠ 0 → 0 < u ⬝ᵥ u := fun u hu =>
    lt_of_le_of_ne (Finset.sum_nonneg fun i _ => mul_self_nonneg (u i))
      (Ne.symm (mt dotProduct_self_eq_zero.mp hu))
  have hspec : ∀ (μ : ℝ) (u : Fin (n + 1) → ℝ), u ≠ 0 → T *ᵥ u = μ • u → ∃ i, ev i = μ := by
    intro μ u hu hTu
    have hall : ∀ i, i ∈ (Finset.univ : Finset (Fin (n + 1))).toList := fun i => by simp
    have h := filtered_overlap hT hTu ev u Finset.univ.toList
    rw [hkill _ hall, dotProduct_zero] at h
    obtain ⟨i, _, hi⟩ := List.mem_map.mp (List.prod_eq_zero_iff.mp
      ((mul_eq_zero.mp h.symm).resolve_right (hpos u hu).ne'))
    exact ⟨i, (sub_eq_zero.mp hi).symm⟩
  -- filtering out all levels but one leaves a multiple of its eigenvector
  have hends : ∀ (j : Fin (n + 1)) (u : Fin (n + 1) → ℝ), u ≠ 0 → T *ᵥ u = ev j • u →
      0 < (∏ i ∈ Finset.univ.erase j, (ev j - ev i)) * (u 0 * u (Fin.last n)) := by
    intro j u hu hTu
    have hall : ∀ i, i ∈ j :: (Finset.univ.erase j).toList := fun i => by
      by_cases h : i = j <;> simp [h]
    have hw := hkill _ hall (Pi.single 0 1)
    have hl := (front_positive hT ev (Finset.univ.erase j).toList).2 (Fin.last n) (by simp)
    have hov := filtered_overlap hT hTu ev (Pi.single 0 1) (Finset.univ.erase j).toList
    have h1 : u ⬝ᵥ (Pi.single 0 1 : Fin (n + 1) → ℝ) = u 0 := by simp
    rw [filtered, sub_eq_zero] at hw
    rw [Finset.prod_map_toList, h1] at hov
    generalize filtered T ev (Pi.single 0 1) (Finset.univ.erase j).toList = w at hw hl hov
    have hB := proportional hT hTu hw
    have hA : u 0 * (u ⬝ᵥ w) = w 0 * (u ⬝ᵥ u) := by
      simp only [dotProduct, Finset.mul_sum]
      exact Finset.sum_congr rfl fun i _ => by linear_combination (-(u i)) * hB i
    rw [hov] at hA
    have hu0 : u 0 ≠ 0 := fun h => hu (eq_zero_of_first hT hTu h)
    have hfin : (∏ i ∈ Finset.univ.erase j, (ev j - ev i)) * (u 0 * u (Fin.last n)) =
        (u ⬝ᵥ u) * w (Fin.last n) :=
      mul_left_cancel₀ hu0
        (by linear_combination u (Fin.last n) * hA + (u ⬝ᵥ u) * hB (Fin.last n))
    rw [hfin]
    exact mul_pos (hpos u hu) hl
  have hne : ∀ j, ∀ i ∈ Finset.univ.erase j, ev j ≠ ev i := by
    intro j i hi h
    have hp := hends j (y j) (hy j).1 (hy j).2
    rw [Finset.prod_eq_zero hi (sub_eq_zero.mpr h), zero_mul] at hp
    exact lt_irrefl _ hp
  have hinj : Function.Injective ev := by
    intro i j hij
    by_contra h
    exact hne j i (Finset.mem_erase.mpr ⟨h, Finset.mem_univ i⟩) hij.symm
  obtain ⟨j, rfl⟩ := hspec E x hx hE
  have hset : {μ : ℝ | ev j < μ ∧ ∃ u : Fin (n + 1) → ℝ, u ≠ 0 ∧ T *ᵥ u = μ • u} =
      ↑(((Finset.univ.erase j).filter (fun i => ev j < ev i)).image ev) := by
    ext μ
    constructor
    · rintro ⟨h, u, hu, hTu⟩
      obtain ⟨i, rfl⟩ := hspec μ u hu hTu
      have hij : i ≠ j := fun e => h.ne (congrArg ev e.symm)
      exact Finset.mem_coe.mpr (Finset.mem_image.mpr ⟨i, Finset.mem_filter.mpr
        ⟨Finset.mem_erase.mpr ⟨hij, Finset.mem_univ i⟩, h⟩, rfl⟩)
    · intro h
      obtain ⟨i, hi, rfl⟩ := Finset.mem_image.mp (Finset.mem_coe.mp h)
      exact ⟨(Finset.mem_filter.mp hi).2, y i, hy i⟩
  have hs := gap_sign (ev j) ev (Finset.univ.erase j) (hne j)
  rw [← Finset.card_image_of_injective _ hinj, ← Set.ncard_coe_finset, ← hset] at hs
  -- the squared product of gaps drops out of the sign
  have hcancel : ∀ t P q : ℝ, 0 < t * P → 0 < P * q → 0 < t * q := by
    intro t P q h1 h2
    have h3 := mul_pos h1 h2
    have e : t * P * (P * q) = P ^ 2 * (t * q) := by ring
    rw [e] at h3
    by_contra hneg
    exact not_lt_of_ge (mul_nonpos_iff.mpr (Or.inl ⟨sq_nonneg P, not_lt.mp hneg⟩)) h3
  exact hcancel _ _ _ hs (hends j x hx hE)
```

Mathlib's spectral theorem supplies the eigenbasis. `hkill` shows that the full product of factors annihilates every state, `hends` is the inequality for P x_0 x_n, and `hinj` extracts distinct levels from it. `hset` then identifies the count in `gap_sign` with `levelsAbove`, and `hcancel` removes P.

## Parity at every site

```lean
/-- Alternating parity: on a mirror-symmetric chain with positive couplings, an eigenvector with
exactly `m` eigenvalues above its own is multiplied by `(-1)^m` under reflection. -/
theorem alternating_parity (hT : IsChain T) (hM : IsMirror T) (hx : x ≠ 0)
    (hE : T *ᵥ x = E • x) {m : ℕ} (hm : levelsAbove T E = m) (i : Fin (n + 1)) :
    x i.rev = (-1) ^ m * x i := by
  have hsign : ∀ t a b : ℝ, (t = 1 ∨ t = -1) → b * b = a * a → 0 < t * (a * b) →
      b = t * a := by
    intro t a b ht hab hpos
    have ha := mul_self_nonneg a
    rcases ht with rfl | rfl <;> rcases mul_self_eq_mul_self_iff.mp hab with rfl | rfl <;>
      linarith
  have hs := end_sign hT hx hE
  rw [hm] at hs
  -- the reflected state solves the same eigenvalue equation
  have hr : T *ᵥ (fun k => x k.rev) = E • (fun k => x k.rev) := by
    funext k
    have h := congrFun hE k.rev
    simp only [Matrix.mulVec, dotProduct, Pi.smul_apply] at h ⊢
    rw [← h]
    exact Fintype.sum_equiv Fin.revPerm _ _ fun j => by
      simp only [Fin.revPerm_apply, hM k j]
  have hp : ∀ k, x (Fin.last n) * x k = x 0 * x k.rev := by
    intro k
    have h := proportional hT hE hr k
    simp only [Fin.rev_zero] at h
    exact h
  -- the end amplitudes have equal modulus, and `end_sign` fixes their relative sign
  have hsq := hp (Fin.last n)
  rw [Fin.rev_last] at hsq
  have hl := hsign _ _ _ (neg_one_pow_eq_or ℝ m) hsq hs
  have hx0 : x 0 ≠ 0 := fun h => hx (eq_zero_of_first hT hE h)
  have hi := hp i
  rw [hl] at hi
  exact mul_left_cancel₀ hx0 (by rw [← hi, mul_left_comm, mul_assoc])
```

`hr` says that the reflected vector is a solution, `hp` is proportionality, and `hsign` selects the sign at the far end. The vector `x` need not be normalised.

```lean
/-- On a mirror-symmetric chain with positive couplings, an eigenvector is even under reflection
exactly when the number of eigenvalues above its own is even. -/
theorem mirror_even_iff (hT : IsChain T) (hM : IsMirror T) (hx : x ≠ 0)
    (hE : T *ᵥ x = E • x) : (∀ i, x i.rev = x i) ↔ Even (levelsAbove T E) := by
  have hp := alternating_parity hT hM hx hE rfl
  refine ⟨fun h => ?_, fun h i => by rw [hp i, h.neg_one_pow, one_mul]⟩
  by_contra hodd
  refine hx (eq_zero_of_first hT hE ?_)
  have h0 := hp 0
  rw [h 0, (Nat.not_even_iff_odd.mp hodd).neg_one_pow] at h0
  linarith

end

end MirrorChain
```

For odd m, an even eigenvector would satisfy x_0 = −x_0 and hence vanish, which gives the converse.

```lean
#print axioms MirrorChain.alternating_parity
#print axioms MirrorChain.mirror_even_iff
```

```
'MirrorChain.alternating_parity' depends on axioms: [propext, Classical.choice, Quot.sound]
'MirrorChain.mirror_even_iff' depends on axioms: [propext, Classical.choice, Quot.sound]
```
